# Updates (x, y) ↦ (f y, g x) on adjacent bonds of a chain obey the braid relation exactly when f and g commute

Each site of an infinite chain, numbered 0, 1, 2, …, carries an element of an arbitrary set `X`. An update on bond `i`, the bond between sites `i` and `i + 1`, replaces the pair (x, y) there by (f y, g x) and leaves all other sites alone. The theorem says that, for a given `i`, updating bonds `i`, `i + 1`, `i` in turn gives the same result as updating bonds `i + 1`, `i`, `i + 1`, for every chain configuration, if and only if f(g(x)) = g(f(x)) for all x. The maps `f` and `g` from `X` to itself are arbitrary; they need not be invertible. For the forward direction the attempt applies the braid relation to a uniform chain and reads off the middle site `i + 1`, and for the converse it compares the two sides site by site.

As first written in Lean, the proof fails:

```lean
import Mathlib

open Function

namespace LyubashenkoYangBaxter

variable {X : Type*}

/-- The update of an infinite chain `s 0, s 1, s 2, …` that applies `r(x, y) = (f y, g x)` to the
sites `i` and `i + 1`. -/
def chainStep (f g : X → X) (i : ℕ) (s : ℕ → X) : ℕ → X := fun j =>
  if j = i then f (s (i + 1)) else if j = i + 1 then g (s i) else s j

/-- Updates on two adjacent bonds of the chain satisfy the braid relation if and only if `f` and
`g` commute. -/
theorem chainStep_braid_iff_commute (f g : X → X) (i : ℕ) :
    chainStep f g i ∘ chainStep f g (i + 1) ∘ chainStep f g i =
      chainStep f g (i + 1) ∘ chainStep f g i ∘ chainStep f g (i + 1) ↔
      Function.Commute f g := by
  constructor
  · intro h y
    -- a uniform chain, read off at the site shared by the two bonds
    have h1 := congrFun (congrFun h (fun _ => y)) (i + 1)
    simp [chainStep] at h1
    exact h1.symm
  · intro h
    have hc : ∀ x, f (g x) = g (f x) := h
    funext s k
    by_cases h0 : k = i
    · subst h0
      simp [chainStep]
    by_cases h1 : k = i + 1
    · subst h1
      simp [chainStep, hc]
    by_cases h2 : k = i + 1 + 1
    · subst h2
      simp [chainStep]
    · simp [chainStep, h0, h1, h2]

end LyubashenkoYangBaxter
```

Compiling this gives:

```
Main.lean:25:4: error: Type mismatch
  Eq.symm h1
has type
  f (if i + 1 + 1 = i then f (f y) else g y) = g (if i = i + 1 + 1 then g (g y) else f y)
but is expected to have type
  f (g y) = g (f y)
Main.lean:30:4: error: unsolved goals
case pos
X : Type u_1
f g : X → X
h : Function.Commute f g
hc : ∀ (x : X), f (g x) = g (f x)
s : ℕ → X
k : ℕ
⊢ f (f (if k + 1 + 1 = k then f (s (k + 1)) else s (k + 1 + 1))) =
    if k = k + 1 + 1 then g (g (if k = k + 1 + 1 then g (s (k + 1)) else s k)) else f (f (s (k + 1 + 1)))
Main.lean:33:4: error: unsolved goals
case pos
X : Type u_1
f g : X → X
i : ℕ
h : Function.Commute f g
hc : ∀ (x : X), f (g x) = g (f x)
s : ℕ → X
h0 : ¬i + 1 = i
⊢ g (if i = i + 1 + 1 then g (g (s i)) else f (s (i + 1))) =
    f (if i + 1 + 1 = i then f (f (s (i + 1 + 1))) else g (s (i + 1)))
Main.lean:36:4: error: unsolved goals
case pos
X : Type u_1
f g : X → X
i : ℕ
h : Function.Commute f g
hc : ∀ (x : X), f (g x) = g (f x)
s : ℕ → X
h0 : ¬i + 1 + 1 = i
h1 : ¬i + 1 + 1 = i + 1
⊢ (if i + 1 + 1 = i then f (f (if i + 1 + 1 = i then f (s (i + 1)) else s (i + 1 + 1))) else g (g (s i))) =
    g (g (if i = i + 1 + 1 then g (s (i + 1)) else s i))
Main.lean:34:23: warning: This simp argument is unused:
  hc

Hint: Omit it from the simp argument list.
  [apply] simp [chainStep]

Note: This linter can be disabled with `set_option linter.unusedSimpArgs false`
```

Lean accepts the file once it reads:

```diff
@@ -18,9 +18,11 @@
       chainStep f g (i + 1) ∘ chainStep f g i ∘ chainStep f g (i + 1) ↔
       Function.Commute f g := by
+  have e1 : i + 1 + 1 ≠ i := by omega
+  have e2 : i ≠ i + 1 + 1 := by omega
   constructor
   · intro h y
     -- a uniform chain, read off at the site shared by the two bonds
     have h1 := congrFun (congrFun h (fun _ => y)) (i + 1)
-    simp [chainStep] at h1
+    simp [chainStep, e1, e2] at h1
     exact h1.symm
   · intro h
@@ -29,11 +31,11 @@
     by_cases h0 : k = i
     · subst h0
-      simp [chainStep]
+      simp [chainStep, e1, e2]
     by_cases h1 : k = i + 1
     · subst h1
-      simp [chainStep, hc]
+      simp [chainStep, hc, e1, e2]
     by_cases h2 : k = i + 1 + 1
     · subst h2
-      simp [chainStep]
+      simp [chainStep, e1, e2]
     · simp [chainStep, h0, h1, h2]
 
```

What went wrong. The type mismatch and all three errors with unsolved goals come from `if` expressions that `simp` left standing. Unfolding `chainStep` produces tests of whether two site indices coincide. `simp [chainStep]` settled the tests between equal or neighbouring indices, but it did not decide `i + 1 + 1 = i` or `i = i + 1 + 1`, although both are always false. (In the first unsolved goal, `subst` has replaced `i` by `k`.) In the forward direction `h1` therefore still contains these tests, so `h1.symm` does not have the expected type `f (g y) = g (f y)`.

The repair proves the negations of both equations with `omega`, as `e1` and `e2`, one for each way round the equation appears, and hands them to the four `simp` calls concerned. The tests then reduce to their `else` branches. In the forward direction `h1` becomes `g (f y) = f (g y)`, and `h1.symm` is what is required. In the converse, at the sites `i` and `i + 1 + 1` the two sides become identical.

The warning that `hc` is unused has the same cause. At the middle site an `if` stood between `f` and `g`, so the pattern `f (g x)` did not occur. Once the tests are gone, the goal is `g (f (s (i + 1))) = f (g (s (i + 1)))`, and `hc` rewrites the right side and closes it.
